# A separable two-qubit state with mutual information ln 2, and a Bell state with the same marginals and 2 ln 2

## States, entropies and separability

Two subsystems \(A\) and \(B\) each have \(d\) levels, labelled by `Fin d`. A joint state is a complex matrix whose rows and columns are indexed by pairs of levels, so \(\rho_{(i,k),(j,l)}=\langle ik|\rho|jl\rangle\). For spin orbitals \(d=2\) (empty, occupied); for spatial orbitals \(d=4\).

```lean
import Mathlib

open Matrix
open scoped Kronecker ComplexOrder

namespace OrbitalMutualInformation

noncomputable section

variable {n : Type*} [Fintype n] [DecidableEq n] {d : ℕ}
```

The von Neumann entropy is \(S(\rho)=-\sum_\lambda \lambda\ln\lambda\) over the eigenvalues, with natural logarithms and \(0\ln 0=0\). The function `Real.negMulLog` is \(x\mapsto -x\ln x\). Eigenvalues are taken as roots of the characteristic polynomial; the real part in the definition changes nothing for a Hermitian matrix.

```lean
/-- The von Neumann entropy: the sum of `-x ln x` over the eigenvalues `x` of the state,
counted with multiplicity as roots of the characteristic polynomial. -/
def entropy (ρ : Matrix n n ℂ) : ℝ :=
  (ρ.charpoly.roots.map (fun z => Real.negMulLog z.re)).sum
```

The partial traces are explicit sums. `traceB` sums over \(B\) and leaves the state of \(A\); `traceA` does the reverse.

```lean
/-- The reduced state of the first subsystem. -/
def traceB (ρ : Matrix (Fin d × Fin d) (Fin d × Fin d) ℂ) : Matrix (Fin d) (Fin d) ℂ :=
  Matrix.of fun i j => ∑ k, ρ (i, k) (j, k)

/-- The reduced state of the second subsystem. -/
def traceA (ρ : Matrix (Fin d × Fin d) (Fin d × Fin d) ℂ) : Matrix (Fin d) (Fin d) ℂ :=
  Matrix.of fun i j => ∑ k, ρ (k, i) (k, j)
```

The mutual information is \(I=S(A)+S(B)-S(AB)\), without the factor \(1/2\) that some orbital conventions include.

```lean
/-- The mutual information `S(A) + S(B) - S(AB)`. -/
def mutualInformation (ρ : Matrix (Fin d × Fin d) (Fin d × Fin d) ℂ) : ℝ :=
  entropy (traceB ρ) + entropy (traceA ρ) - entropy ρ
```

A density matrix is positive semidefinite with unit trace. A separable state has the form \(\sum_a w_a\,\sigma_a\otimes\tau_a\), with finitely many weights \(w_a\ge 0\) summing to 1 and density matrices \(\sigma_a,\tau_a\). Entangled means not separable.

```lean
/-- A density matrix: positive semidefinite with unit trace. -/
def IsDensity (ρ : Matrix n n ℂ) : Prop := ρ.PosSemidef ∧ ρ.trace = 1

/-- A separable state: a finite convex mixture of products of density matrices. -/
def IsSeparable (ρ : Matrix (Fin d × Fin d) (Fin d × Fin d) ℂ) : Prop :=
  ∃ (k : ℕ) (w : Fin k → ℝ) (σ τ : Fin k → Matrix (Fin d) (Fin d) ℂ),
    (∀ a, 0 ≤ w a ∧ IsDensity (σ a) ∧ IsDensity (τ a)) ∧ ∑ a, w a = 1 ∧
      ρ = ∑ a, (w a : ℂ) • (σ a ⊗ₖ τ a)
```

For weights \(p_i\), two joint states are compared: the mixture \(\sum_i p_i|ii\rangle\langle ii|\), and the projector on \(|\psi\rangle=\sum_i\sqrt{p_i}\,|ii\rangle\). Write \(H(p)=-\sum_i p_i\ln p_i\).

```lean
/-- The mixture of the projectors on `|ii⟩` with weights `p i`. -/
def classicalState (p : Fin d → ℝ) : Matrix (Fin d × Fin d) (Fin d × Fin d) ℂ :=
  Matrix.diagonal fun x => if x.1 = x.2 then (p x.1 : ℂ) else 0

/-- The matrix `|ψ⟩⟨ψ|` of a state vector. -/
def pureState (ψ : n → ℂ) : Matrix n n ℂ := Matrix.of fun x y => ψ x * star (ψ y)

/-- The vector with amplitude `√(p i)` on each `|ii⟩`. -/
def schmidtVector (p : Fin d → ℝ) : Fin d × Fin d → ℂ :=
  fun x => if x.1 = x.2 then ((√(p x.1) : ℝ) : ℂ) else 0
```

The subsystems are distinguishable tensor factors of equal finite dimension. Fermionic signs and superselection rules are not modelled.

## (a) Entropy of a diagonal matrix

**Task.** Show that a diagonal matrix with entries \(c_i\) has entropy \(-\sum_i c_i\ln c_i\), with real parts taken if the entries are complex.

**Solution.** The characteristic polynomial is
\[
\det(X-\operatorname{diag}(c))=\prod_i (X-c_i),
\]
so its roots, with multiplicity, are the \(c_i\). In Lean, `hm` and `hc` establish this product, and a Mathlib lemma reads off its roots.

```lean
/-- The entropy of a diagonal matrix is the sum of `-x ln x` over (the real parts of) its
diagonal entries. -/
theorem entropy_diagonal (c : n → ℂ) :
    entropy (Matrix.diagonal c) = ∑ i, Real.negMulLog (c i).re := by
  have hm : charmatrix (Matrix.diagonal c)
      = Matrix.diagonal (fun i => Polynomial.X - Polynomial.C (c i)) := by
    refine Matrix.ext fun i j => ?_
    by_cases h : i = j
    · subst h; simp
    · simp [h]
  have hc : (Matrix.diagonal c).charpoly = (Multiset.map
      (fun a => Polynomial.X - Polynomial.C a) (Finset.univ.val.map c)).prod := by
    rw [Matrix.charpoly, hm, Matrix.det_diagonal, Multiset.map_map]
    rfl
  rw [entropy, hc, Polynomial.roots_multiset_prod_X_sub_C, Multiset.map_map]
  rfl
```

## (b) Entropy of a projector

**Task.** Show that \(\rho^2=\rho\) implies \(S(\rho)=0\).

**Solution.** Let \(t\) be an eigenvalue, so \(\det(t-\rho)=0\). Idempotence gives
\[
(t-\rho)(t-1+\rho)=t(t-1)+\rho-\rho^2=t(t-1).
\]
Taking determinants, a power of \(t(t-1)\) vanishes, so \(t\) is 0 or 1, and \(-t\ln t=0\) in both cases. The matrix identity is `h2`, and its determinant is `h3`.

```lean
/-- An idempotent matrix has zero entropy. -/
theorem entropy_of_idempotent (ρ : Matrix n n ℂ) (h : ρ * ρ = ρ) : entropy ρ = 0 := by
  refine Multiset.sum_eq_zero fun x hx => ?_
  obtain ⟨t, ht, rfl⟩ := Multiset.mem_map.mp hx
  have h0 : ρ.charpoly.eval t = 0 := Polynomial.isRoot_of_mem_roots ht
  have h1 : ρ.charpoly.eval t = (t • (1 : Matrix n n ℂ) - ρ).det := by
    rw [Matrix.charpoly, ← Polynomial.coe_evalRingHom, RingHom.map_det]
    congr 1
    refine Matrix.ext fun i j => ?_
    by_cases hij : i = j
    · subst hij; simp
    · simp [hij]
  -- (t - ρ)(t - 1 + ρ) = t (t - 1), so an eigenvalue t is 0 or 1
  have h2 : (t • (1 : Matrix n n ℂ) - ρ) * ((t - 1) • (1 : Matrix n n ℂ) + ρ)
      = (t * (t - 1)) • (1 : Matrix n n ℂ) := by
    simp only [sub_mul, mul_add, smul_mul_assoc, mul_smul_comm, one_mul, mul_one, h]
    module
  have h3 := congrArg Matrix.det h2
  rw [Matrix.det_mul, ← h1, h0, zero_mul, Matrix.det_smul, Matrix.det_one, mul_one] at h3
  rcases mul_eq_zero.mp (eq_zero_of_pow_eq_zero h3.symm) with h4 | h4
  · simp [h4]
  · simp [sub_eq_zero.mp h4]
```

## (c) Marginals of the mixture

**Task.** Show that both reduced states of the mixture are \(\operatorname{diag}(p)\).

**Solution.** The entry \(\rho_{(i,k),(j,k)}\) vanishes unless \(i=j=k\), where it equals \(p_i\). Hence \(\sum_k\rho_{(i,k),(j,k)}=p_i\delta_{ij}\), and likewise for the other subsystem. `Finset.sum_eq_single` keeps the one term that can survive.

```lean
/-- Both reduced states of the classical mixture are diagonal with populations `p`. -/
theorem classical_marginals (p : Fin d → ℝ) :
    traceB (classicalState p) = Matrix.diagonal (fun i => (p i : ℂ)) ∧
    traceA (classicalState p) = Matrix.diagonal (fun i => (p i : ℂ)) := by
  constructor <;> refine Matrix.ext fun i j => ?_
  · change ∑ k, classicalState p (i, k) (j, k) = _
    rw [Finset.sum_eq_single i (fun k _ hk => by
      simp [classicalState, Matrix.diagonal_apply, hk.symm]) (by simp)]
    simp [classicalState, Matrix.diagonal_apply]
  · change ∑ k, classicalState p (k, i) (k, j) = _
    rw [Finset.sum_eq_single i (fun k _ hk => by
      simp [classicalState, Matrix.diagonal_apply, hk]) (by simp)]
    simp [classicalState, Matrix.diagonal_apply]
```

## (d) Marginals of the pure state

**Task.** Show that the pure state has the same marginals when all \(p_i\ge0\).

**Solution.** Here
\[
\sum_k \psi_{(i,k)}\psi_{(j,k)}^*=\sum_k\sqrt{p_i}\,\delta_{ik}\sqrt{p_j}\,\delta_{jk}=p_i\delta_{ij}.
\]
The calculation for \(B\) is the same with the positions exchanged. Nonnegativity enters through \(\sqrt{p_i}\sqrt{p_i}=p_i\), which is `hs`.

```lean
/-- Both reduced states of the pure state with amplitudes `√(p i)` are diagonal with
populations `p`. -/
theorem schmidt_marginals (p : Fin d → ℝ) (hp : ∀ i, 0 ≤ p i) :
    traceB (pureState (schmidtVector p)) = Matrix.diagonal (fun i => (p i : ℂ)) ∧
    traceA (pureState (schmidtVector p)) = Matrix.diagonal (fun i => (p i : ℂ)) := by
  have hs : ∀ i, ((√(p i) : ℝ) : ℂ) * ((√(p i) : ℝ) : ℂ) = p i := fun i => by
    rw [← Complex.ofReal_mul, Real.mul_self_sqrt (hp i)]
  constructor <;> refine Matrix.ext fun i j => ?_
  · change ∑ k, pureState (schmidtVector p) (i, k) (j, k) = _
    rw [Finset.sum_eq_single i (fun k _ hk => by
      simp [pureState, schmidtVector, hk.symm]) (by simp)]
    by_cases h : i = j
    · subst h; simp [pureState, schmidtVector, hs]
    · simp [pureState, schmidtVector, h, Ne.symm h]
  · change ∑ k, pureState (schmidtVector p) (k, i) (k, j) = _
    rw [Finset.sum_eq_single i (fun k _ hk => by
      simp [pureState, schmidtVector, hk]) (by simp)]
    by_cases h : i = j
    · subst h; simp [pureState, schmidtVector, hs]
    · simp [pureState, schmidtVector, h]
```

## (e) Mutual information of the mixture

**Task.** Show that the mixture has \(I=H(p)\).

**Solution.** The joint matrix is diagonal, with entries \(p_i\) at \((i,i)\) and zero elsewhere. By (a) its entropy is \(H(p)\), and by (c) so are both marginal entropies. Therefore \(I=H(p)+H(p)-H(p)=H(p)\).

```lean
/-- The classical mixture has mutual information equal to the Shannon entropy of `p`. -/
theorem mutualInformation_classical (p : Fin d → ℝ) :
    mutualInformation (classicalState p) = ∑ i, Real.negMulLog (p i) := by
  have hS : entropy (classicalState p) = ∑ i, Real.negMulLog (p i) := by
    rw [classicalState, entropy_diagonal, Fintype.sum_prod_type]
    refine Finset.sum_congr rfl fun i _ => ?_
    rw [Finset.sum_eq_single i (fun k _ hk => by simp [hk.symm]) (by simp)]
    simp
  rw [mutualInformation, (classical_marginals p).1, (classical_marginals p).2, hS,
    entropy_diagonal]
  simp
```

## (f) Mutual information of the pure state

**Task.** Show that the pure state has \(I=2H(p)\) for a probability distribution \(p\).

**Solution.** The norm is \(\langle\psi|\psi\rangle=\sum_i p_i=1\), so
\[
(|\psi\rangle\langle\psi|)^2=\langle\psi|\psi\rangle\,|\psi\rangle\langle\psi|=|\psi\rangle\langle\psi|.
\]
By (b) the joint entropy is zero, and by (d) and (a) each marginal contributes \(H(p)\). In the code, `hn` is the normalisation and `hS` the vanishing joint entropy.

```lean
/-- The pure state with amplitudes `√(p i)` has mutual information equal to twice the
Shannon entropy of `p`. -/
theorem mutualInformation_schmidt (p : Fin d → ℝ) (hp : ∀ i, 0 ≤ p i) (h1 : ∑ i, p i = 1) :
    mutualInformation (pureState (schmidtVector p)) = 2 * ∑ i, Real.negMulLog (p i) := by
  have hn : ∑ z, star (schmidtVector p z) * schmidtVector p z = 1 := by
    rw [Fintype.sum_prod_type, ← Complex.ofReal_one, ← h1, Complex.ofReal_sum]
    refine Finset.sum_congr rfl fun i _ => ?_
    rw [Finset.sum_eq_single i (fun k _ hk => by simp [schmidtVector, hk.symm]) (by simp)]
    have hs : ((√(p i) : ℝ) : ℂ) * ((√(p i) : ℝ) : ℂ) = p i := by
      rw [← Complex.ofReal_mul, Real.mul_self_sqrt (hp i)]
    simp [schmidtVector, hs]
  -- a normalised vector gives a projector, whose entropy vanishes
  have hS : entropy (pureState (schmidtVector p)) = 0 := by
    refine entropy_of_idempotent _ (Matrix.ext fun x y => ?_)
    simp only [Matrix.mul_apply, pureState, Matrix.of_apply]
    rw [← mul_one (schmidtVector p x * star (schmidtVector p y)), ← hn, Finset.mul_sum]
    exact Finset.sum_congr rfl fun z _ => by ring
  rw [mutualInformation, (schmidt_marginals p hp).1, (schmidt_marginals p hp).2, hS,
    entropy_diagonal]
  simp only [Complex.ofReal_re]
  ring
```

## (g) Separability of the mixture

**Task.** Write the mixture as a convex sum of product states.

**Solution.** With \(P_a=|a\rangle\langle a|\),
\[
\sum_i p_i|ii\rangle\langle ii|=\sum_a p_a\,P_a\otimes P_a .
\]
Each \(P_a\) is a density matrix and the \(p_a\) are convex weights. Lean receives this decomposition as the witness and compares matrix entries by cases.

```lean
/-- The classical mixture is separable for every probability distribution `p`. -/
theorem classical_separable (p : Fin d → ℝ) (hp : ∀ i, 0 ≤ p i) (h1 : ∑ i, p i = 1) :
    IsSeparable (classicalState p) := by
  let P : Fin d → Matrix (Fin d) (Fin d) ℂ :=
    fun a => Matrix.diagonal fun i => if i = a then 1 else 0
  have hP : ∀ a, IsDensity (P a) := fun a => by
    refine ⟨Matrix.posSemidef_diagonal_iff.mpr fun i => ?_, by simp [P, Matrix.trace_diagonal]⟩
    split_ifs <;> simp
  refine ⟨d, p, P, P, fun a => ⟨hp a, hP a, hP a⟩, h1, ?_⟩
  refine Matrix.ext fun ⟨i, j⟩ ⟨k, l⟩ => ?_
  by_cases hik : i = k
  · by_cases hjl : j = l
    · subst hik; subst hjl
      by_cases hij : i = j
      · subst hij; simp [classicalState, P, Matrix.sum_apply]
      · simp [classicalState, P, Matrix.sum_apply, hij]
    · simp [classicalState, P, Matrix.sum_apply, hjl]
  · simp [classicalState, P, Matrix.sum_apply, hik]
```

## (h) Coherence needs population

**Task.** Let \(\sigma\) be positive semidefinite with \(\sigma_{ii}\sigma_{jj}=0\). Show that \(\sigma_{ij}=0\).

**Solution.** The \(2\times2\) submatrix on levels \(i,j\) is positive semidefinite, so its determinant is nonnegative:
\[
0\le\sigma_{ii}\sigma_{jj}-\sigma_{ij}\sigma_{ji}=-|\sigma_{ij}|^2 .
\]
Hermiticity supplies \(\sigma_{ji}=\sigma_{ij}^*\), used in `hc`. Without positivity the claim fails: \(\begin{pmatrix}0&1\\1&0\end{pmatrix}\) is Hermitian with zero populations and nonzero coherence.

```lean
omit [Fintype n] [DecidableEq n] in
/-- In a positive semidefinite matrix, a vanishing population of level `i` or `j` forces the
coherence between them to vanish. -/
theorem coherence_eq_zero {σ : Matrix n n ℂ} (hσ : σ.PosSemidef) {i j : n}
    (h : σ i i * σ j j = 0) : σ i j = 0 := by
  have hd := (hσ.submatrix ![i, j]).det_nonneg
  rw [Matrix.det_fin_two] at hd
  change 0 ≤ σ i i * σ j j - σ i j * σ j i at hd
  have hc : σ i j * σ j i = (Complex.normSq (σ i j) : ℂ) := by
    rw [← hσ.isHermitian.apply j i]
    exact Complex.mul_conj _
  rw [h, hc, zero_sub] at hd
  have h2 := (Complex.le_def.mp hd).1
  simp only [Complex.zero_re, Complex.neg_re, Complex.ofReal_re] at h2
  exact Complex.normSq_eq_zero.mp (le_antisymm (by linarith) (Complex.normSq_nonneg _))
```

## (i) Entanglement of the pure state

**Task.** Let \(i\ne j\) with \(p_i,p_j>0\). Show that the pure state is not separable.

**Solution.** Suppose it equals \(\sum_a w_a\,\sigma_a\otimes\tau_a\). The population of \(|ij\rangle\) is zero:
\[
0=\sum_a w_a(\sigma_a)_{ii}(\tau_a)_{jj}.
\]
Every term is nonnegative, so every term vanishes. For each \(a\), then, \(w_a=0\), \((\sigma_a)_{ii}=0\) or \((\tau_a)_{jj}=0\). By (h), the last two cases give \((\sigma_a)_{ij}=0\) or \((\tau_a)_{ij}=0\). The coherence between \(|ii\rangle\) and \(|jj\rangle\) would therefore be
\[
\sum_a w_a(\sigma_a)_{ij}(\tau_a)_{ij}=0,
\]
whereas it equals \(\sqrt{p_ip_j}>0\). The two sums are `hD` and `hO`, and `he` is the contradictory equation.

Two positive weights are needed: for \(p=(1,0)\) the state is \(|00\rangle\langle00|\), which is a product.

```lean
/-- The pure state with amplitudes `√(p i)` is not separable as soon as two different
weights are positive. -/
theorem schmidt_not_separable (p : Fin d → ℝ) {i j : Fin d} (hij : i ≠ j)
    (hi : 0 < p i) (hj : 0 < p j) : ¬ IsSeparable (pureState (schmidtVector p)) := by
  rintro ⟨k, w, σ, τ, h, -, hρ⟩
  have entry : ∀ x y, pureState (schmidtVector p) x y
      = ∑ a, (w a : ℂ) * (σ a x.1 y.1 * τ a x.2 y.2) := fun x y => by
    rw [hρ]; simp [Matrix.sum_apply]
  -- the population of |ij⟩ vanishes, hence it vanishes in every product term
  have hD : ∑ a, (w a : ℂ) * (σ a i i * τ a j j) = 0 :=
    (entry (i, j) (i, j)).symm.trans (by simp [pureState, schmidtVector, hij])
  have hz := (Finset.sum_eq_zero_iff_of_nonneg (fun a _ =>
    mul_nonneg (Complex.zero_le_real.mpr (h a).1)
      (mul_nonneg (h a).2.1.1.diag_nonneg (h a).2.2.1.diag_nonneg))).mp hD
  -- so no product term carries coherence between |ii⟩ and |jj⟩
  have hO : ∑ a, (w a : ℂ) * (σ a i j * τ a i j) = 0 := by
    refine Finset.sum_eq_zero fun a ha => ?_
    rcases mul_eq_zero.mp (hz a ha) with h0 | h0
    · rw [h0, zero_mul]
    · rcases mul_eq_zero.mp h0 with h1 | h1
      · rw [coherence_eq_zero (h a).2.1.1 (by rw [h1, zero_mul]), zero_mul, mul_zero]
      · rw [coherence_eq_zero (h a).2.2.1 (by rw [h1, mul_zero]), mul_zero, mul_zero]
  have he : ((√(p i) : ℝ) : ℂ) * ((√(p j) : ℝ) : ℂ) = 0 := by
    rw [← (entry (i, i) (j, j)).trans hO]
    simp [pureState, schmidtVector]
  rw [← Complex.ofReal_mul, Complex.ofReal_eq_zero] at he
  exact (mul_pos (Real.sqrt_pos.mpr hi) (Real.sqrt_pos.mpr hj)).ne' he
```

## (j) The two-qubit comparison

**Task.** Compare \((P_{00}+P_{11})/2\), where \(P_{ii}=|ii\rangle\langle ii|\), with the Bell state \((e_{00}+e_{11})/\sqrt2\), where \(e_{ii}=|ii\rangle\).

```lean
/-- The two-qubit mixture `(P00 + P11) / 2`. -/
def mixedPair : Matrix (Fin 2 × Fin 2) (Fin 2 × Fin 2) ℂ :=
  (1 / 2 : ℂ) • (Matrix.single (0, 0) (0, 0) 1 + Matrix.single (1, 1) (1, 1) 1)

/-- The Bell vector `(e00 + e11) / √2`. -/
def bellVector : Fin 2 × Fin 2 → ℂ :=
  ((1 / √2 : ℝ) : ℂ) • (Pi.single (0, 0) 1 + Pi.single (1, 1) 1)
```

**Solution.** Both belong to the families above with \(p=(1/2,1/2)\), for which
\[
H(p)=-2\cdot\tfrac12\ln\tfrac12=\ln2 .
\]
Parts (e) and (g) make the mixture separable with \(I=\ln2\). Parts (f) and (i) make the Bell state entangled with \(I=2\ln2\). By (c) and (d), all the marginals are \(\operatorname{diag}(1/2,1/2)\).

The theorem collects the separability claims, the two values of \(I\) and the equality of the reduced states on each side; the explicit form of the marginals is left to (c) and (d). In its proof, `hm` and `hb` identify the explicit qubit states with the two families entry by entry, and `hH` evaluates the entropy.

For orbital correlation analysis, within this model of two distinguishable finite subsystems, the mere fact that the mutual information is nonzero does not prove entanglement. The name of the theorem is meant in this sense only; it does not say that every value of the mutual information is compatible with separability. The entropies of the two marginals do not always settle the question either: they agree for the two states. If the two levels are read as an empty and an occupied spin orbital, the Bell vector superposes zero and two electrons, which particle-number superselection forbids; it is an example for the qubit model, not a physical state of two such orbitals.

```lean
/-- The mixture `(P00 + P11) / 2` is separable and has mutual information `ln 2`; the Bell
state has the same reduced states, is not separable and has mutual information `2 ln 2`. -/
theorem mutual_information_does_not_prove_entanglement :
    (IsSeparable mixedPair ∧ mutualInformation mixedPair = Real.log 2) ∧
    (¬ IsSeparable (pureState bellVector) ∧
      mutualInformation (pureState bellVector) = 2 * Real.log 2) ∧
    traceB mixedPair = traceB (pureState bellVector) ∧
    traceA mixedPair = traceA (pureState bellVector) := by
  let p : Fin 2 → ℝ := fun _ => 1 / 2
  have hp : ∀ i, 0 ≤ p i := fun i => by norm_num [p]
  have h1 : ∑ i, p i = 1 := by norm_num [p]
  have hm : mixedPair = classicalState p := by
    refine Matrix.ext fun ⟨i, j⟩ ⟨k, l⟩ => ?_
    fin_cases i <;> fin_cases j <;> fin_cases k <;> fin_cases l <;>
      simp [mixedPair, classicalState, p]
  have hb : bellVector = schmidtVector p := by
    have hs : √(1 / 2 : ℝ) = 1 / √2 := by rw [Real.sqrt_div zero_le_one, Real.sqrt_one]
    funext ⟨i, j⟩
    simp only [bellVector, schmidtVector, p, hs]
    fin_cases i <;> fin_cases j <;> simp [Pi.single_apply]
  have hH : ∑ i, Real.negMulLog (p i) = Real.log 2 := by
    have hl : Real.log (1 / 2) = -Real.log 2 := by rw [one_div, Real.log_inv]
    simp only [Real.negMulLog, Fin.sum_univ_two, p, hl]
    ring
  rw [hm, hb, mutualInformation_classical, mutualInformation_schmidt p hp h1, hH,
    (classical_marginals p).1, (classical_marginals p).2,
    (schmidt_marginals p hp).1, (schmidt_marginals p hp).2]
  exact ⟨⟨classical_separable p hp h1, rfl⟩,
    ⟨schmidt_not_separable p (i := 0) (j := 1) (by decide) (by norm_num [p])
      (by norm_num [p]), rfl⟩, rfl, rfl⟩

end

end OrbitalMutualInformation
```

```lean
#print axioms OrbitalMutualInformation.mutual_information_does_not_prove_entanglement
-- 'OrbitalMutualInformation.mutual_information_does_not_prove_entanglement' depends on axioms: [propext, Classical.choice, Quot.sound]
```
